# For nonpositive hopping, Peierls phases do not lower the lowest one-electron energy of a finite tight-binding model

## A level that drops when the field is switched on

Suppose a tight-binding program adds a magnetic field and the lowest orbital energy goes down. Without a general bound, this could be read as the field stabilising the electron, or as a fault in the matrix. The bound below narrows the choice when the orbitals are orthonormal and all hopping entries are nonpositive before the field is added: apart from rounding, a drop then means that the matrix has changed by more than its Peierls phases, for instance through a Zeeman term or through an error.

## The hopping matrix in a field

Let \(H\) be a real symmetric matrix on finitely many sites, with one orbital per site and these orbitals orthonormal, so that the energies are the ordinary eigenvalues of the matrix. Its diagonal holds the on-site energies, and \(H_{jl}\) is the amplitude for hopping from site \(l\) to site \(j\). We assume \(H_{jl}\le 0\) for \(j\ne l\), as for \(s\) orbitals with \(H_{jl}=-t\), \(t>0\), or in Hückel theory with \(\beta<0\).

The field enters through real phases with \(a_{lj}=-a_{jl}\):
\[
H'_{jl}=e^{i a_{jl}}H_{jl},\qquad a_{jl}=\frac{q}{\hbar}\int_l^j \mathbf A\cdot d\mathbf r .
\]
Here \(q\) is the charge, \(\mathbf A\) is the vector potential, and the integral runs along the straight line from site \(l\) to site \(j\). This is the Peierls substitution, a modelling assumption added to the tight-binding description: the field changes neither the on-site energies nor the sizes of the hoppings. The Zeeman term is left out as well.

## What is claimed, in words and in Lean

The theorem `diamagnetic_energy` says that, on a nonempty set of sites, \(H\) has a lowest eigenvalue \(E_0\), and every real eigenvalue \(E\) of \(H'\) satisfies \(E\ge E_0\). Note that \(E_0\) belongs to the matrix without phases.

- The finite type `n` is the set of sites, and `peierls H a` is \(H'\).
- `IsEnergy A E` says that the real number \(E\) has a nonzero eigenvector. Since \(H'\) is Hermitian, restricting to real \(E\) loses nothing.
- `IsLeast {E | IsEnergy H E} E₀` says that \(E_0\) is an eigenvalue of \(H\) and that none is smaller. This is a conclusion, not a hypothesis.
- `hH`, `hneg` and `ha` are the symmetry of \(H\), the sign of the hoppings and the antisymmetry of the phases.
- The product `⬝ᵥ` does not conjugate, so \(\langle\psi,H'\psi\rangle\) is written with `star ψ`. Vectors are not normalised; dividing by \(\langle\psi,\psi\rangle\) gives expectation values.

The result concerns one electron, or the lowest orbital of a non-interacting system, and not the total energy of several electrons. On the triangle treated below, two spinless electrons have total energy \(-1\) without flux and \(-2\) with flux \(\pi\).

## Comparing a state with its modulus

First, \(H'\) is Hermitian:
\[
\overline{H'_{lj}}=e^{-i a_{lj}}H_{lj}=e^{i a_{jl}}H_{jl}=H'_{jl}.
\]
For any complex \(\psi\), let \(|\psi|\) be the vector with entries \(|\psi_j|\), and put \(z_{jl}=\overline{\psi_j}\,e^{i a_{jl}}\psi_l\). Then
\[
\mathrm{Re}\langle\psi,H'\psi\rangle=\sum_{j,l}H_{jl}\,\mathrm{Re}\,z_{jl}.
\]
On the diagonal \(a_{jj}=-a_{jj}\) gives \(a_{jj}=0\), so the term is \(H_{jj}|\psi_j|^2\). Off the diagonal \(\mathrm{Re}\,z_{jl}\le|\psi_j||\psi_l|\), and multiplying by \(H_{jl}\le0\) reverses the inequality:
\[
H_{jl}\,\mathrm{Re}\,z_{jl}\ \ge\ H_{jl}|\psi_j||\psi_l|.
\]
Summing over \(j\) and \(l\) gives
\[
\mathrm{Re}\langle\psi,H'\psi\rangle\ge\langle|\psi|,H|\psi|\rangle .
\]

The reversal is where the derivation is most easily spoiled. If the sign of \(H_{jl}\) is ignored, the argument seems to work for any hopping, but with no sign condition the result is false. A triangle with all hoppings \(+1\) has lowest energy \(-1\); phases \(\pm\pi\) turn the hoppings into \(-1\), and the lowest energy falls to \(-2\).

## From the form to the energies

Let \(u_i\) be real orthonormal eigenvectors of \(H\) with energies \(\varepsilon_i\), and let \(E_0\) be the smallest \(\varepsilon_i\). For real \(v=\sum_i c_iu_i\),
\[
\langle v,Hv\rangle=\sum_i\varepsilon_ic_i^2\ \ge\ E_0\sum_ic_i^2=E_0\langle v,v\rangle .
\]
If \(v\) is an eigenvector of \(H\) with energy \(E\), this reads \(E\langle v,v\rangle\ge E_0\langle v,v\rangle\), so \(E\ge E_0\).

Now let \(H'\psi=E\psi\) with \(\psi\neq0\), and use \(|\psi|\) as the trial state for \(H\):
\[
E\langle\psi,\psi\rangle=\mathrm{Re}\langle\psi,H'\psi\rangle\ge\langle|\psi|,H|\psi|\rangle\ge E_0\langle|\psi|,|\psi|\rangle=E_0\langle\psi,\psi\rangle .
\]
Dividing by \(\langle\psi,\psi\rangle>0\) gives \(E\ge E_0\).

## When the phases do nothing, and when they do

Replace \(a_{jl}\) by \(a_{jl}+\theta_j-\theta_l\) and \(\psi_l\) by \(e^{i\theta_l}\psi_l\), with real site angles \(\theta_j\). Then
\[
\sum_l e^{i(a_{jl}+\theta_j-\theta_l)}H_{jl}\,e^{i\theta_l}\psi_l=e^{i\theta_j}(H'\psi)_j .
\]
Eigenvectors therefore go to eigenvectors with the same energy, and the angles \(-\theta_j\) undo the change. If \(a_{jl}=\theta_j-\theta_l\), every energy of \(H\) is an energy of \(H'\), and the bound is attained.

With one site, \(a_{00}=0\) and \(H'=H\). With two sites, \(\theta_0=a_{01}\) and \(\theta_1=0\) give \(a_{jl}=\theta_j-\theta_l\), so the phase does not change the energies. Three sites in a ring are the smallest case in which a flux can act.

Take all hoppings equal to \(-1\) and zero on-site energies. The normalised state \((1,1,1)/\sqrt3\) has energy \(-2\). With \(a_{jl}=\pi\) for \(j<l\), the phases around the ring add up to \(\pi\), and every hopping becomes \(+1\):
\[
\psi_1+\psi_2=E\psi_0,\qquad \psi_0+\psi_2=E\psi_1,\qquad \psi_0+\psi_1=E\psi_2 .
\]
Subtracting the first equation from the other two gives \((E+1)(\psi_0-\psi_1)=0\) and \((E+1)(\psi_0-\psi_2)=0\). If \(E<-1\), all amplitudes are equal, so \((E-2)\psi_0=0\) and \(\psi=0\), which is excluded. Hence \(E\ge-1\), strictly above \(-2\).

## The Lean file

```lean
import Mathlib

open Matrix

namespace PeierlsDiamagnetic

noncomputable section

variable {n : Type*} [Fintype n]

/-- The hopping matrix `H` with Peierls phases: `H'_jl = exp(i a_jl) H_jl`. -/
def peierls (H : Matrix n n ℝ) (a : n → n → ℝ) : Matrix n n ℂ :=
  Matrix.of fun j l => Complex.exp ((a j l : ℂ) * Complex.I) * (H j l : ℂ)

/-- The real number `E` is an eigenvalue of the matrix `A`, with a nonzero eigenvector. -/
def IsEnergy {R : Type*} [Ring R] [Module ℝ R] (A : Matrix n n R) (E : ℝ) : Prop :=
  ∃ ψ : n → R, ψ ≠ 0 ∧ A *ᵥ ψ = E • ψ

/-- The gauge-transformed phases `a_jl + θ_j - θ_l`. -/
def gauge (a : n → n → ℝ) (θ : n → ℝ) : n → n → ℝ :=
  fun j l => a j l + θ j - θ l

/-- The state `ψ` with each site amplitude multiplied by the phase `exp(i θ_j)`. -/
def gaugeState (θ : n → ℝ) (ψ : n → ℂ) : n → ℂ :=
  fun j => Complex.exp ((θ j : ℂ) * Complex.I) * ψ j

omit [Fintype n] in
/-- For symmetric `H` and antisymmetric phases, the Peierls Hamiltonian is Hermitian. -/
theorem peierls_isHermitian {H : Matrix n n ℝ} {a : n → n → ℝ}
    (hH : H.IsSymm) (ha : ∀ j l, a l j = -a j l) : (peierls H a).IsHermitian := by
  ext j l
  simp only [conjTranspose_apply, peierls, Matrix.of_apply]
  rw [ha j l, hH.apply j l]
  simp [← Complex.exp_conj]

/-- Diamagnetic inequality for the energy form: if the off-diagonal entries of `H` are
nonpositive and the phases antisymmetric, then `Re ⟨ψ, H'ψ⟩ ≥ ⟨|ψ|, H|ψ|⟩`. -/
theorem diamagnetic_form {H : Matrix n n ℝ} {a : n → n → ℝ}
    (hneg : ∀ j l, j ≠ l → H j l ≤ 0) (ha : ∀ j l, a l j = -a j l) (ψ : n → ℂ) :
    (fun j => ‖ψ j‖) ⬝ᵥ (H *ᵥ fun j => ‖ψ j‖) ≤
      (star ψ ⬝ᵥ (peierls H a *ᵥ ψ)).re := by
  simp only [dotProduct, mulVec, Finset.mul_sum, Complex.re_sum]
  refine Finset.sum_le_sum fun j _ => Finset.sum_le_sum fun l _ => ?_
  have e : star ψ j * (peierls H a j l * ψ l) =
      (H j l : ℂ) * (star (ψ j) * Complex.exp ((a j l : ℂ) * Complex.I) * ψ l) := by
    simp only [peierls, Matrix.of_apply, Pi.star_apply]
    ring
  rw [e, Complex.re_ofReal_mul]
  by_cases hjl : j = l
  · -- on the diagonal the phase vanishes
    subst hjl
    have h0 : a j j = 0 := by linarith [ha j j]
    have hs : star (ψ j) * ψ j = ((‖ψ j‖ ^ 2 : ℝ) : ℂ) := by
      rw [Complex.star_def, mul_comm, Complex.mul_conj, Complex.normSq_eq_norm_sq]
    rw [h0, Complex.ofReal_zero, zero_mul, Complex.exp_zero, mul_one, hs, Complex.ofReal_re]
    apply le_of_eq
    ring
  · -- off the diagonal, `Re z ≤ |z|` is multiplied by a nonpositive hopping
    have hz := Complex.re_le_norm (star (ψ j) * Complex.exp ((a j l : ℂ) * Complex.I) * ψ l)
    rw [norm_mul, norm_mul, norm_star, Complex.norm_exp_ofReal_mul_I, mul_one] at hz
    have := mul_le_mul_of_nonpos_left hz (hneg j l hjl)
    linarith

/-- Variational principle: a real symmetric matrix on a nonempty set of sites has an
eigenvalue `E₀` with `E₀ ⟨v, v⟩ ≤ ⟨v, H v⟩` for all real `v`. -/
theorem exists_variational_energy [Nonempty n] {H : Matrix n n ℝ} (hH : H.IsSymm) :
    ∃ E₀ : ℝ, IsEnergy H E₀ ∧ ∀ v : n → ℝ, E₀ * (v ⬝ᵥ v) ≤ v ⬝ᵥ (H *ᵥ v) := by
  classical
  have Hh : H.IsHermitian := by
    rw [Matrix.IsHermitian, conjTranspose_eq_transpose_of_trivial]
    exact hH
  obtain ⟨i₀, hi₀⟩ := Finite.exists_min Hh.eigenvalues
  have hu : ∀ i, H *ᵥ (Hh.eigenvectorBasis i).ofLp =
      Hh.eigenvalues i • (Hh.eigenvectorBasis i).ofLp := fun i => Hh.mulVec_eigenvectorBasis i
  refine ⟨Hh.eigenvalues i₀, ⟨(Hh.eigenvectorBasis i₀).ofLp, ?_, hu i₀⟩, fun v => ?_⟩
  · intro h
    apply Hh.eigenvectorBasis.orthonormal.ne_zero i₀
    ext k
    exact congrFun h k
  · have hin : ∀ x y : EuclideanSpace ℝ n, inner ℝ x y = x.ofLp ⬝ᵥ y.ofLp := by
      intro x y
      simp [PiLp.inner_apply, dotProduct, mul_comm]
    -- completeness of the eigenbasis
    have key : ∀ x y : n → ℝ, x ⬝ᵥ y = ∑ i, (x ⬝ᵥ (Hh.eigenvectorBasis i).ofLp) *
        ((Hh.eigenvectorBasis i).ofLp ⬝ᵥ y) := by
      intro x y
      have h := Hh.eigenvectorBasis.sum_inner_mul_inner (WithLp.toLp 2 x) (WithLp.toLp 2 y)
      simp only [hin] at h
      exact h.symm
    rw [key v v, key v (H *ᵥ v), Finset.mul_sum]
    refine Finset.sum_le_sum fun i _ => ?_
    have hs : (Hh.eigenvectorBasis i).ofLp ⬝ᵥ (H *ᵥ v) =
        Hh.eigenvalues i * ((Hh.eigenvectorBasis i).ofLp ⬝ᵥ v) := by
      rw [Matrix.dotProduct_mulVec, ← Matrix.mulVec_transpose, hH.eq, hu i, smul_dotProduct,
        smul_eq_mul]
    rw [hs, dotProduct_comm v]
    have := mul_le_mul_of_nonneg_right (hi₀ i)
      (mul_self_nonneg ((Hh.eigenvectorBasis i).ofLp ⬝ᵥ v))
    linarith

/-- Diamagnetic inequality for energies: let `H` be real symmetric with nonpositive
off-diagonal entries on a nonempty set of sites, and let the phases be antisymmetric.
Then `H` has a lowest eigenvalue, and every eigenvalue of `H'` is at least as large. -/
theorem diamagnetic_energy [Nonempty n] {H : Matrix n n ℝ} {a : n → n → ℝ}
    (hH : H.IsSymm) (hneg : ∀ j l, j ≠ l → H j l ≤ 0) (ha : ∀ j l, a l j = -a j l) :
    ∃ E₀ : ℝ, IsLeast {E | IsEnergy H E} E₀ ∧ ∀ E, IsEnergy (peierls H a) E → E₀ ≤ E := by
  obtain ⟨E₀, hE₀, hvar⟩ := exists_variational_energy hH
  refine ⟨E₀, ⟨hE₀, ?_⟩, ?_⟩
  · rintro E ⟨v, hv, hE⟩
    have h := hvar v
    rw [hE, dotProduct_smul, smul_eq_mul] at h
    have hpos : 0 < v ⬝ᵥ v := by
      obtain ⟨k, hk⟩ := Function.ne_iff.mp hv
      exact Finset.sum_pos' (fun i _ => mul_self_nonneg (v i))
        ⟨k, Finset.mem_univ k, mul_self_pos.mpr hk⟩
    exact le_of_mul_le_mul_right h hpos
  · rintro E ⟨ψ, hψ, hE⟩
    -- the trial state is the modulus of the eigenvector
    have h := (hvar fun j => ‖ψ j‖).trans (diamagnetic_form hneg ha ψ)
    have hn : (star ψ ⬝ᵥ (E • ψ)).re = E * ((fun j => ‖ψ j‖) ⬝ᵥ fun j => ‖ψ j‖) := by
      simp only [dotProduct, Complex.re_sum, Finset.mul_sum]
      refine Finset.sum_congr rfl fun j _ => ?_
      have hs : star ψ j * (E • ψ) j = ((E * (‖ψ j‖ * ‖ψ j‖) : ℝ) : ℂ) := by
        have h1 : star (ψ j) * ψ j = ((‖ψ j‖ ^ 2 : ℝ) : ℂ) := by
          rw [Complex.star_def, mul_comm, Complex.mul_conj, Complex.normSq_eq_norm_sq]
        simp only [Pi.star_apply, Pi.smul_apply, Complex.real_smul]
        push_cast at h1 ⊢
        linear_combination (E : ℂ) * h1
      rw [hs, Complex.ofReal_re]
    rw [hE, hn] at h
    have hpos : 0 < (fun j => ‖ψ j‖) ⬝ᵥ fun j => ‖ψ j‖ := by
      obtain ⟨k, hk⟩ := Function.ne_iff.mp hψ
      exact Finset.sum_pos' (fun i _ => mul_self_nonneg ‖ψ i‖)
        ⟨k, Finset.mem_univ k, mul_self_pos.mpr (norm_ne_zero_iff.mpr hk)⟩
    exact le_of_mul_le_mul_right h hpos

/-- Gauge covariance: the gauge-transformed Hamiltonian acts on the gauge-transformed state
as the original Hamiltonian acts on the original state, up to the same site phases. -/
theorem peierls_gauge_covariant (H : Matrix n n ℝ) (a : n → n → ℝ) (θ : n → ℝ) (ψ : n → ℂ) :
    peierls H (gauge a θ) *ᵥ gaugeState θ ψ = gaugeState θ (peierls H a *ᵥ ψ) := by
  ext j
  simp only [mulVec, dotProduct, peierls, gaugeState, Matrix.of_apply, Finset.mul_sum]
  refine Finset.sum_congr rfl fun l _ => ?_
  have h : Complex.exp ((gauge a θ j l : ℂ) * Complex.I) * Complex.exp ((θ l : ℂ) * Complex.I) =
      Complex.exp ((θ j : ℂ) * Complex.I) * Complex.exp ((a j l : ℂ) * Complex.I) := by
    rw [← Complex.exp_add, ← Complex.exp_add]
    congr 1
    simp only [gauge]
    push_cast
    ring
  linear_combination ((H j l : ℂ) * ψ l) * h

/-- Gauge invariance: a gauge transformation leaves the set of real eigenvalues unchanged. -/
theorem isEnergy_gauge_iff (H : Matrix n n ℝ) (a : n → n → ℝ) (θ : n → ℝ) (E : ℝ) :
    IsEnergy (peierls H (gauge a θ)) E ↔ IsEnergy (peierls H a) E := by
  have fwd : ∀ (b : n → n → ℝ) (η : n → ℝ),
      IsEnergy (peierls H b) E → IsEnergy (peierls H (gauge b η)) E := by
    rintro b η ⟨ψ, hψ, hE⟩
    refine ⟨gaugeState η ψ, fun h => hψ ?_, ?_⟩
    · ext j
      have hj := congrFun h j
      simpa [gaugeState, Complex.exp_ne_zero] using hj
    · rw [peierls_gauge_covariant, hE]
      ext j
      simp only [gaugeState, Pi.smul_apply, Complex.real_smul]
      ring
  refine ⟨fun h => ?_, fwd a θ⟩
  -- the inverse transformation has the opposite phases
  have hb : gauge (gauge a θ) (-θ) = a := by
    funext j l
    simp only [gauge, Pi.neg_apply]
    ring
  have h' := fwd (gauge a θ) (-θ) h
  rwa [hb] at h'

/-- For the pure gauge phases `θ_j - θ_l`, every real eigenvalue of `H` is an eigenvalue of `H'`. -/
theorem isEnergy_pure_gauge {H : Matrix n n ℝ} {E : ℝ} (θ : n → ℝ) (h : IsEnergy H E) :
    IsEnergy (peierls H (gauge 0 θ)) E := by
  rw [isEnergy_gauge_iff]
  obtain ⟨v, hv, hE⟩ := h
  refine ⟨fun j => (v j : ℂ), fun h0 => hv ?_, ?_⟩
  · ext j
    have hj := congrFun h0 j
    simpa using hj
  · ext j
    have hj := congrArg (fun x : ℝ => (x : ℂ)) (congrFun hE j)
    simpa [mulVec, dotProduct, peierls] using hj

/-- The three-site ring with hopping `-1` between any two sites. -/
def triangle : Matrix (Fin 3) (Fin 3) ℝ :=
  Matrix.of fun j l => if j = l then 0 else -1

/-- Antisymmetric phases on the three-site ring: `π` for `j < l` and `-π` for `l < j`. -/
def piFlux : Fin 3 → Fin 3 → ℝ :=
  fun j l => if j < l then Real.pi else if l < j then -Real.pi else 0

/-- On the three-site ring `-2` is an eigenvalue without phases, while with the phases
`piFlux` every real eigenvalue is at least `-1`. -/
theorem triangle_strict :
    IsEnergy triangle (-2) ∧ ∀ E, IsEnergy (peierls triangle piFlux) E → -1 ≤ E := by
  constructor
  · refine ⟨fun _ => 1, fun h => by simpa using congrFun h 0, ?_⟩
    ext j
    fin_cases j <;> simp [mulVec, dotProduct, Fin.sum_univ_three, triangle] <;> norm_num
  · rintro E ⟨ψ, hψ, hE⟩
    have hM : peierls triangle piFlux = !![0, 1, 1; 1, 0, 1; 1, 1, 0] := by
      ext i j
      fin_cases i <;> fin_cases j <;>
        simp [peierls, triangle, piFlux, Complex.exp_neg, Complex.exp_pi_mul_I]
    rw [hM] at hE
    have h0 : ψ 1 + ψ 2 = E * ψ 0 := by
      simpa [mulVec, dotProduct, Fin.sum_univ_three] using congrFun hE 0
    have h1 : ψ 0 + ψ 2 = E * ψ 1 := by
      simpa [mulVec, dotProduct, Fin.sum_univ_three] using congrFun hE 1
    have h2 : ψ 0 + ψ 1 = E * ψ 2 := by
      simpa [mulVec, dotProduct, Fin.sum_univ_three] using congrFun hE 2
    by_contra hlt
    have hc : (E : ℂ) + 1 ≠ 0 := by
      intro h
      have h' : E + 1 = 0 := by exact_mod_cast h
      exact hlt (by linarith)
    have hd : (E : ℂ) - 2 ≠ 0 := by
      intro h
      have h' : E - 2 = 0 := by exact_mod_cast h
      exact hlt (by linarith)
    -- below `-1` all amplitudes agree, and then they vanish
    have e1 : ((E : ℂ) + 1) * (ψ 0 - ψ 1) = 0 := by linear_combination h1 - h0
    have e2 : ((E : ℂ) + 1) * (ψ 0 - ψ 2) = 0 := by linear_combination h2 - h0
    have d1 := (mul_eq_zero.mp e1).resolve_left hc
    have d2 := (mul_eq_zero.mp e2).resolve_left hc
    have e3 : ((E : ℂ) - 2) * ψ 0 = 0 := by linear_combination -h0 - d1 - d2
    have z0 := (mul_eq_zero.mp e3).resolve_left hd
    have z1 : ψ 1 = 0 := by linear_combination z0 - d1
    have z2 : ψ 2 = 0 := by linear_combination z0 - d2
    apply hψ
    ext j
    fin_cases j
    · exact z0
    · exact z1
    · exact z2

end

end PeierlsDiamagnetic
```

```lean
#print axioms PeierlsDiamagnetic.peierls_isHermitian
#print axioms PeierlsDiamagnetic.diamagnetic_energy
#print axioms PeierlsDiamagnetic.isEnergy_pure_gauge
#print axioms PeierlsDiamagnetic.triangle_strict
```

```
'PeierlsDiamagnetic.peierls_isHermitian' depends on axioms: [propext, Classical.choice, Quot.sound]
'PeierlsDiamagnetic.diamagnetic_energy' depends on axioms: [propext, Classical.choice, Quot.sound]
'PeierlsDiamagnetic.isEnergy_pure_gauge' depends on axioms: [propext, Classical.choice, Quot.sound]
'PeierlsDiamagnetic.triangle_strict' depends on axioms: [propext, Classical.choice, Quot.sound]
```

## How the lemmas carry the argument

`peierls_isHermitian` checks the entries of \(H'\) as above. The later proofs do not call it; it justifies looking only at real energies.

In `diamagnetic_form`, two uses of `Finset.sum_le_sum` reduce the claim to a single pair \((j,l)\). The equation `e` pulls the real factor \(H_{jl}\) out of the term, and `by_cases` separates the diagonal from the rest. Off the diagonal, `Complex.re_le_norm` gives \(\mathrm{Re}\,z\le|z|\), and `mul_le_mul_of_nonpos_left` performs the reversal. Antisymmetry is used here only to get \(a_{jj}=0\).

`exists_variational_energy` picks the smallest eigenvalue with `Finite.exists_min`. Its step `key` is the completeness of the eigenbasis, and `hs` uses the symmetry of \(H\) to let it act on the basis vector. The sums are then compared term by term.

`diamagnetic_energy` first applies this principle to eigenvectors of \(H\), which shows that \(E_0\) is the least energy. For an eigenvector of \(H'\), the line beginning `have h := (hvar` chains the two inequalities for \(|\psi|\). The equation `hn` evaluates \(\mathrm{Re}\langle\psi,E\psi\rangle\), and `hpos` permits the final division.

`peierls_gauge_covariant` is the phase identity for each term of the sum. `isEnergy_gauge_iff` proves one direction for arbitrary phases as `fwd` and gets the other by applying `fwd` with \(-\theta\). `isEnergy_pure_gauge` uses this equivalence to reduce to zero phases, where a real eigenvector of \(H\) is read as a complex one.

`triangle_strict` writes out the matrix with flux in `hM` and extracts the three equations `h0`, `h1` and `h2`. It then assumes \(E<-1\) and follows the elimination above, with `linear_combination` doing the subtractions.
